# In a two-fluid model whose sole friction is linear mutual drag, only the relative motion of the fluids is damped

A conductor holds two kinds of carriers, such as electrons and holes, and collisions between the two kinds conserve their total momentum. How much of the current driven by an oscillating field can such collisions damp?

```lean
import Mathlib

open Complex ComplexConjugate

namespace TwoFluidConductivity

noncomputable section

/-- Two charged fluids with positive number densities `n1, n2`, positive masses `m1, m2`,
real charges `e1, e2` and a positive mutual drag coefficient `eta`. -/
structure TwoFluid where
  n1 : ℝ
  n2 : ℝ
  m1 : ℝ
  m2 : ℝ
  e1 : ℝ
  e2 : ℝ
  eta : ℝ
  n1_pos : 0 < n1
  n2_pos : 0 < n2
  m1_pos : 0 < m1
  m2_pos : 0 < m2
  eta_pos : 0 < eta

namespace TwoFluid

variable (F : TwoFluid)

/-- The equations of motion at frequency `w`: inertia balances the electric force and the
drag between the fluids. Field and velocities are amplitudes of `exp (-i w t)`. -/
def ForceBalance (w : ℝ) (E v1 v2 : ℂ) : Prop :=
  -I * w * F.m1 * v1 = F.e1 * E - F.eta * F.n2 * (v1 - v2) ∧
  -I * w * F.m2 * v2 = F.e2 * E + F.eta * F.n1 * (v1 - v2)

/-- The total mass density `M`. -/
def massDensity : ℝ := F.n1 * F.m1 + F.n2 * F.m2

/-- The total charge density. -/
def chargeDensity : ℝ := F.n1 * F.e1 + F.n2 * F.e2

/-- The rate `G` built from the drag coefficient, the densities and the masses. -/
def dragRate : ℝ := F.eta * (F.n2 / F.m1 + F.n1 / F.m2)

/-- The total momentum density. -/
def momentum (v1 v2 : ℂ) : ℂ := F.n1 * F.m1 * v1 + F.n2 * F.m2 * v2

/-- The electric current density. -/
def current (v1 v2 : ℂ) : ℂ := F.n1 * F.e1 * v1 + F.n2 * F.e2 * v2

/-- The weight of the common motion: squared charge density over mass density. -/
def driftWeight : ℝ := F.chargeDensity ^ 2 / F.massDensity

/-- The weight of the relative motion of the two fluids. -/
def relativeWeight : ℝ :=
  F.n1 * F.n2 * (F.e1 * F.m2 - F.e2 * F.m1) ^ 2 / (F.m1 * F.m2 * F.massDensity)

/-- A real frequency never meets the pole of a damped response with positive rate `g`. -/
theorem damped_denominator_ne_zero {g : ℝ} (hg : 0 < g) (w : ℝ) :
    (g : ℂ) - I * (w : ℂ) ≠ 0 := by
  intro h
  have h' := congrArg Complex.re h
  simp only [sub_re, ofReal_re, mul_re, I_re, I_im, ofReal_im, zero_re] at h'
  linarith

variable {F} {w : ℝ} {E v1 v2 : ℂ}

/-- The drag cancels from the total momentum, which is driven by the total charge alone. -/
theorem momentum_balance (h : F.ForceBalance w E v1 v2) :
    -I * w * F.momentum v1 v2 = F.chargeDensity * E := by
  obtain ⟨h1, h2⟩ := h
  simp only [momentum, chargeDensity]
  push_cast
  linear_combination (F.n1 : ℂ) * h1 + (F.n2 : ℂ) * h2

/-- The relative velocity is damped at the rate `G` and driven by the difference of the
charge-to-mass ratios. -/
theorem relative_motion (h : F.ForceBalance w E v1 v2) :
    ((F.dragRate : ℂ) - I * (w : ℂ)) * (v1 - v2) =
      ((F.e1 : ℂ) / F.m1 - (F.e2 : ℂ) / F.m2) * E := by
  obtain ⟨h1, h2⟩ := h
  have ha : (F.m1 : ℂ) * (F.m1 : ℂ)⁻¹ = 1 :=
    mul_inv_cancel₀ (ofReal_ne_zero.mpr F.m1_pos.ne')
  have hb : (F.m2 : ℂ) * (F.m2 : ℂ)⁻¹ = 1 :=
    mul_inv_cancel₀ (ofReal_ne_zero.mpr F.m2_pos.ne')
  simp only [dragRate]
  push_cast
  -- divide each equation by its mass and subtract
  linear_combination (F.m1 : ℂ)⁻¹ * h1 - (F.m2 : ℂ)⁻¹ * h2 + I * w * v1 * ha - I * w * v2 * hb

/-- The current is the charge carried by the total momentum plus a damped response of the
relative motion. -/
theorem current_split (h : F.ForceBalance w E v1 v2) :
    F.current v1 v2 = F.chargeDensity * F.momentum v1 v2 / F.massDensity +
      F.relativeWeight / ((F.dragRate : ℂ) - I * (w : ℂ)) * E := by
  have hM : (F.massDensity : ℂ) ≠ 0 := ofReal_ne_zero.mpr
    (add_pos (mul_pos F.n1_pos F.m1_pos) (mul_pos F.n2_pos F.m2_pos)).ne'
  have hm1 : (F.m1 : ℂ) ≠ 0 := ofReal_ne_zero.mpr F.m1_pos.ne'
  have hm2 : (F.m2 : ℂ) ≠ 0 := ofReal_ne_zero.mpr F.m2_pos.ne'
  have hG : 0 < F.dragRate := mul_pos F.eta_pos
    (add_pos (div_pos F.n2_pos F.m1_pos) (div_pos F.n1_pos F.m2_pos))
  have hu : v1 - v2 = ((F.e1 : ℂ) / F.m1 - (F.e2 : ℂ) / F.m2) * E /
      ((F.dragRate : ℂ) - I * (w : ℂ)) := by
    rw [eq_div_iff (damped_denominator_ne_zero hG w)]
    linear_combination relative_motion h
  -- express both velocities by the momentum and the relative velocity
  have hJ : F.current v1 v2 = (F.chargeDensity * F.momentum v1 v2 +
      F.n1 * F.n2 * (F.e1 * F.m2 - F.e2 * F.m1) * (v1 - v2)) / F.massDensity := by
    rw [eq_div_iff hM]
    simp only [current, chargeDensity, momentum, massDensity]
    push_cast
    ring
  rw [hJ, hu, div_sub_div _ _ hm1 hm2]
  simp only [relativeWeight]
  push_cast
  ring

/-- At nonzero frequency the current is the field times an undamped term `i D / w` and a
term broadened by the drag rate `G`. -/
theorem current_eq_conductivity_mul (hw : w ≠ 0) (h : F.ForceBalance w E v1 v2) :
    F.current v1 v2 = (I * F.driftWeight / w +
      F.relativeWeight / ((F.dragRate : ℂ) - I * (w : ℂ))) * E := by
  have hP : F.momentum v1 v2 = I * F.chargeDensity * E / w := by
    rw [eq_div_iff (ofReal_ne_zero.mpr hw)]
    linear_combination I * momentum_balance h + w * F.momentum v1 v2 * I_sq
  rw [current_split h, hP]
  simp only [driftWeight]
  push_cast
  ring

/-- At nonzero frequency each field amplitude determines exactly one pair of velocities. -/
theorem existsUnique_velocities (F : TwoFluid) (hw : w ≠ 0) (E : ℂ) :
    ∃! v : ℂ × ℂ, F.ForceBalance w E v.1 v.2 := by
  have hMpos : 0 < F.massDensity :=
    add_pos (mul_pos F.n1_pos F.m1_pos) (mul_pos F.n2_pos F.m2_pos)
  have hM : (F.n1 : ℂ) * F.m1 + F.n2 * F.m2 ≠ 0 := by
    have h := ofReal_ne_zero.mpr hMpos.ne'
    simpa only [massDensity, ofReal_add, ofReal_mul] using h
  have hG : 0 < F.dragRate := mul_pos F.eta_pos
    (add_pos (div_pos F.n2_pos F.m1_pos) (div_pos F.n1_pos F.m2_pos))
  -- solve for momentum and relative velocity, then for the two velocities
  obtain ⟨P, hP⟩ : ∃ P : ℂ, (w : ℂ) * P = I * (F.n1 * F.e1 + F.n2 * F.e2) * E :=
    ⟨_, mul_inv_cancel_left₀ (ofReal_ne_zero.mpr hw) _⟩
  obtain ⟨u, hu⟩ : ∃ u : ℂ, (((F.eta * F.massDensity : ℝ) : ℂ) -
      I * ((w * F.m1 * F.m2 : ℝ) : ℂ)) * u = (F.e1 * F.m2 - F.e2 * F.m1) * E :=
    ⟨_, mul_inv_cancel_left₀ (damped_denominator_ne_zero (mul_pos F.eta_pos hMpos) _) _⟩
  simp only [massDensity, ofReal_add, ofReal_mul] at hu
  obtain ⟨a, ha⟩ : ∃ a : ℂ, ((F.n1 : ℂ) * F.m1 + F.n2 * F.m2) * a = P + F.n2 * F.m2 * u :=
    ⟨_, mul_inv_cancel_left₀ hM _⟩
  obtain ⟨b, hb⟩ : ∃ b : ℂ, ((F.n1 : ℂ) * F.m1 + F.n2 * F.m2) * b = P - F.n1 * F.m1 * u :=
    ⟨_, mul_inv_cancel_left₀ hM _⟩
  have hsol : F.ForceBalance w E a b := by
    constructor
    · apply mul_left_cancel₀ hM
      linear_combination (-I * w * F.m1) * ha + F.eta * F.n2 * (ha - hb) - I * F.m1 * hP
        - F.m1 * (F.n1 * F.e1 + F.n2 * F.e2) * E * I_sq + F.n2 * hu
    · apply mul_left_cancel₀ hM
      linear_combination (-I * w * F.m2) * hb - F.eta * F.n1 * (ha - hb) - I * F.m2 * hP
        - F.m2 * (F.n1 * F.e1 + F.n2 * F.e2) * E * I_sq - F.n1 * hu
  refine ⟨(a, b), hsol, ?_⟩
  rintro ⟨c, d⟩ hcd
  have hcd' : F.ForceBalance w E c d := hcd
  have hd : c - d = a - b := mul_left_cancel₀ (damped_denominator_ne_zero hG w)
    ((relative_motion hcd').trans (relative_motion hsol).symm)
  have hIw : -I * (w : ℂ) ≠ 0 :=
    mul_ne_zero (neg_ne_zero.mpr I_ne_zero) (ofReal_ne_zero.mpr hw)
  have hp : F.momentum c d = F.momentum a b := mul_left_cancel₀ hIw
    ((momentum_balance hcd').trans (momentum_balance hsol).symm)
  simp only [momentum] at hp
  have hc : c = a := mul_left_cancel₀ hM (by linear_combination hp + F.n2 * F.m2 * hd)
  have hd' : d = b := mul_left_cancel₀ hM (by linear_combination hp - F.n1 * F.m1 * hd)
  exact Prod.ext hc hd'

/-- The broadened part is absent exactly when both fluids have the same charge-to-mass
ratio. -/
theorem relativeWeight_eq_zero_iff (F : TwoFluid) :
    F.relativeWeight = 0 ↔ F.e1 / F.m1 = F.e2 / F.m2 := by
  have hM : 0 < F.massDensity :=
    add_pos (mul_pos F.n1_pos F.m1_pos) (mul_pos F.n2_pos F.m2_pos)
  rw [div_eq_div_iff F.m1_pos.ne' F.m2_pos.ne', relativeWeight]
  constructor
  · intro h
    have h1 := (div_eq_zero_iff.mp h).resolve_right
      (mul_pos (mul_pos F.m1_pos F.m2_pos) hM).ne'
    have h2 := (mul_eq_zero.mp h1).resolve_left (mul_pos F.n1_pos F.n2_pos).ne'
    exact sub_eq_zero.mp ((pow_eq_zero_iff two_ne_zero).mp h2)
  · intro h
    rw [sub_eq_zero.mpr h]
    simp

/-- The two weights add up to the sum of the Drude weights of the separate fluids. -/
theorem weight_sum_rule (F : TwoFluid) :
    F.driftWeight + F.relativeWeight = F.n1 * F.e1 ^ 2 / F.m1 + F.n2 * F.e2 ^ 2 / F.m2 := by
  have hM : F.n1 * F.m1 + F.n2 * F.m2 ≠ 0 :=
    (add_pos (mul_pos F.n1_pos F.m1_pos) (mul_pos F.n2_pos F.m2_pos)).ne'
  have hm1 := F.m1_pos.ne'
  have hm2 := F.m2_pos.ne'
  simp only [driftWeight, relativeWeight, chargeDensity, massDensity]
  field_simp
  ring

/-- The in-phase response `Re (E* J)` is a Lorentzian in frequency with half-width at half maximum
`G` and the weight of the relative motion. -/
theorem in_phase_response (h : F.ForceBalance w E v1 v2) :
    (conj E * F.current v1 v2).re =
      F.relativeWeight * F.dragRate / (F.dragRate ^ 2 + w ^ 2) * normSq E := by
  have hc := congrArg (starRingEnd ℂ) (momentum_balance h)
  simp only [map_mul, map_neg, conj_I, conj_ofReal] at hc
  -- the momentum part of the current is exactly out of phase with the field
  have key : conj E * F.current v1 v2 =
      ((w * normSq (F.momentum v1 v2) / F.massDensity : ℝ) : ℂ) * I +
      ((F.relativeWeight * normSq E : ℝ) : ℂ) / ((F.dragRate : ℂ) - I * (w : ℂ)) := by
    rw [current_split h]
    simp only [ofReal_mul, ofReal_div, ← mul_conj]
    linear_combination (-F.momentum v1 v2 / F.massDensity) * hc
  have hn : normSq ((F.dragRate : ℂ) - I * (w : ℂ)) = F.dragRate ^ 2 + w ^ 2 := by
    simp only [normSq_apply, sub_re, sub_im, mul_re, mul_im, I_re, I_im, ofReal_re, ofReal_im]
    ring
  rw [key, add_re, div_re, hn]
  simp only [sub_re, mul_re, I_re, I_im, ofReal_re, ofReal_im]
  ring

/-- If the two fluids together are charge neutral, the current is a single Drude response
with the summed weights of the fluids and the drag rate `G`. -/
theorem current_of_neutral (hQ : F.chargeDensity = 0) (h : F.ForceBalance w E v1 v2) :
    F.current v1 v2 = ((F.n1 * F.e1 ^ 2 / F.m1 + F.n2 * F.e2 ^ 2 / F.m2 : ℝ) : ℂ) /
      ((F.dragRate : ℂ) - I * (w : ℂ)) * E := by
  have hD : F.driftWeight = 0 := by simp [driftWeight, hQ]
  rw [current_split h, ← weight_sum_rule F, hD, hQ]
  simp

end TwoFluid

end

end TwoFluidConductivity
```

```lean
#print axioms TwoFluidConductivity.TwoFluid.relative_motion
#print axioms TwoFluidConductivity.TwoFluid.current_eq_conductivity_mul
#print axioms TwoFluidConductivity.TwoFluid.in_phase_response
#print axioms TwoFluidConductivity.TwoFluid.current_of_neutral
```

```
'TwoFluidConductivity.TwoFluid.relative_motion' depends on axioms: [propext, Classical.choice, Quot.sound]
'TwoFluidConductivity.TwoFluid.current_eq_conductivity_mul' depends on axioms: [propext, Classical.choice, Quot.sound]
'TwoFluidConductivity.TwoFluid.in_phase_response' depends on axioms: [propext, Classical.choice, Quot.sound]
'TwoFluidConductivity.TwoFluid.current_of_neutral' depends on axioms: [propext, Classical.choice, Quot.sound]
```

The main theorem, `current_eq_conductivity_mul`, says that at real frequency $w\neq0$ every solution of the equations of motion carries the current

$$J=\left[\frac{iD}{w}+\frac{R}{G-iw}\right]E .$$

With total charge density $Q=n_1e_1+n_2e_2$ and mass density $M=n_1m_1+n_2m_2$, the constants are

$$D=\frac{Q^2}{M},\qquad R=\frac{n_1n_2(e_1m_2-e_2m_1)^2}{m_1m_2M},\qquad G=\eta\left(\frac{n_2}{m_1}+\frac{n_1}{m_2}\right).$$

In Lean these are `driftWeight`, `relativeWeight` and `dragRate`. Many texts include a factor $\pi$ in the Drude weight; here there is none.

A `TwoFluid` stores number densities $n_j$, masses $m_j$ and a drag coefficient $\eta$, all positive, and real charges $e_j$ of any sign. `ForceBalance` is the pair of equations of motion for the field $E$ and velocities $v_1,v_2$, which are complex amplitudes of $e^{-iwt}$ along one direction:

$$-iwm_1v_1=e_1E-\eta n_2(v_1-v_2),\qquad -iwm_2v_2=e_2E+\eta n_1(v_1-v_2).$$

The constant $\eta$ stands for friction linear in the relative velocity. The drag forces per volume, $\mp\eta n_1n_2(v_1-v_2)$, are equal and opposite. In a real metal, momentum also leaks to impurities and the lattice, which the equations leave out; that loss would broaden the $iD/w$ term too.

The derivation starts with the momentum density $P=n_1m_1v_1+n_2m_2v_2$. Multiply the equations by $n_1$ and $n_2$ and add. The drag cancels:

$$-iwP=QE,\qquad\text{so}\qquad P=\frac{iQE}{w}.$$

This is `momentum_balance`, where `linear_combination` takes the same two multipliers. Next, divide each equation by its mass and subtract. The relative velocity $u=v_1-v_2$ obeys

$$(G-iw)u=\left(\frac{e_1}{m_1}-\frac{e_2}{m_2}\right)E,$$

which is `relative_motion`. Since $G>0$, the factor $G-iw$ has nonzero real part and can be divided out (`damped_denominator_ne_zero`).

The velocities are $v_1=(P+n_2m_2u)/M$ and $v_2=(P-n_1m_1u)/M$, so

$$J=n_1e_1v_1+n_2e_2v_2=\frac{QP}{M}+\frac{n_1n_2(e_1m_2-e_2m_1)}{M}\,u .$$

Inserting $u=(e_1m_2-e_2m_1)E/[m_1m_2(G-iw)]$ turns the last term into $RE/(G-iw)$; this is `current_split`, valid at every real $w$. Inserting $P$ gives the main formula.

`existsUnique_velocities` shows that for $w\neq0$ each field has exactly one solution. It solves for $P$ and $u$, then for the velocities; two solutions share $P$ and $u$, hence coincide.

The condition $w\neq0$ matters for the main formula. Set all densities, masses, charges and $\eta$ to 1, with $w=0$, $E=0$ and $v_1=v_2=1$. Both equations hold and the current is 2. On paper the formula is then undefined, since it divides by $w$; in Lean, where $x/0=0$, its right-hand side is 0, so the statement would be false.

Because the other factors of $R$ are positive, $R=0$ exactly when $e_1m_2=e_2m_1$, that is, when $e_1/m_1=e_2/m_2$ (`relativeWeight_eq_zero_iff`). The field then accelerates both fluids alike and the drag has nothing to act on.

For `weight_sum_rule`, expand the squares in $M(D+R)$. The cross terms $\pm2n_1n_2e_1e_2$ cancel, and the rest factors as $M(n_1e_1^2/m_1+n_2e_2^2/m_2)$. Drag therefore leaves the total weight unchanged.

For the absorption, conjugating the momentum equation gives $QE^*=iwP^*$. Hence $E^*QP/M=iw|P|^2/M$ is imaginary, and only the relative motion contributes (`in_phase_response`):

$$\operatorname{Re}(E^*J)=\frac{RG}{G^2+w^2}|E|^2 .$$

If $Q=0$, then $D=0$ and the sum rule fixes $R$, leaving a single Drude term (`current_of_neutral`). For unit densities and masses with charges $\pm1$, it reads $J=2E/(2\eta-iw)$, which becomes $E/\eta$ at $w=0$.

For optical spectra of two-band metals or electron–hole plasmas, treated as uniform classical fluids with constant drag, the formula separates the weight that carrier–carrier friction can broaden from the weight that it cannot.
